# An exact unrestricted diagonal Jastrow factor for a finite real Hamiltonian exists exactly when an eigenvector has the signs and zeros of the reference

Let one particle hop between sites 0 and 1 with $H=\begin{pmatrix}0&-1\\-1&0\end{pmatrix}$. Its ground state is $(1,1)/\sqrt2$, at energy $-1$. The reference $\varphi=(1,2)$ has the wrong magnitudes, but multiplying its amplitude on site 0 by 2 gives $(2,2)$, which is proportional to the ground state. The reference $(1,0)$ is beyond such repair: positive factors leave its zero in place, and no eigenvector of $H$ vanishes on site 1.

In general, let `n` be a finite set of configurations, $H$ a real matrix over it and $\varphi$ a real vector of amplitudes.

In Lean 4 with Mathlib:

```lean
import Mathlib

open Matrix

namespace ExactJastrow

noncomputable section

variable {n : Type*} [Fintype n] [DecidableEq n]
```

A Jastrow exponent is a real function $J$ on configurations, entering as a diagonal matrix. It transforms the Hamiltonian into $e^{-J}He^{J}$, with true matrix exponentials.

```lean
/-- The similarity-transformed Hamiltonian `exp(-J) H exp(J)` for a diagonal `J`. -/
def transformed (H : Matrix n n ℝ) (J : n → ℝ) : Matrix n n ℝ :=
  NormedSpace.exp (-diagonal J) * H * NormedSpace.exp (diagonal J)
```

The exponent is exact at the real energy $E$ when $e^{-J}He^{J}\varphi=E\varphi$. Here `*ᵥ` is matrix times vector and `•` is scalar times vector.

```lean
/-- `J` is an exact Jastrow exponent for the reference `φ` at energy `E`:
`exp(-J) H exp(J) φ = E φ`. -/
def IsExact (H : Matrix n n ℝ) (φ : n → ℝ) (E : ℝ) (J : n → ℝ) : Prop :=
  transformed H J *ᵥ φ = E • φ
```

## From the transformed equation to signs

The dressed vector has entries $\psi_i=e^{J_i}\varphi_i$.

```lean
omit [Fintype n] [DecidableEq n] in
/-- The reference `φ` multiplied in each configuration by the Jastrow factor `exp(J i)`. -/
def dress (J φ : n → ℝ) : n → ℝ := fun i => Real.exp (J i) * φ i
```

Every power of a diagonal matrix is diagonal, so the exponential series can be summed entry by entry, and $e^{J}\varphi$ is the dressed vector.

```lean
/-- The matrix exponential of a diagonal `J` multiplies each amplitude by `exp(J i)`. -/
theorem exp_diagonal_mulVec (J φ : n → ℝ) :
    NormedSpace.exp (diagonal J) *ᵥ φ = dress J φ := by
  have h : NormedSpace.exp (diagonal J) = diagonal (fun i => Real.exp (J i)) := by
    rw [Matrix.exp_diagonal]
    refine congrArg diagonal (funext fun i => ?_)
    rw [Pi.coe_exp, Real.exp_eq_exp_ℝ]
  rw [h]
  funext i
  exact mulVec_diagonal _ _ i
```

The transformed equation therefore reads $e^{-J_i}(H\psi)_i=E\varphi_i$. Multiplying by $e^{J_i}$ gives $(H\psi)_i=E\psi_i$, and multiplying by $e^{-J_i}$ leads back. In the proof, `key` rewrites the left side and `move` carries the factor across in both directions.

```lean
/-- `J` is exact for `φ` at energy `E` if and only if the dressed vector solves the
eigenvalue equation of `H` at `E`. -/
theorem isExact_iff (H : Matrix n n ℝ) (φ : n → ℝ) (E : ℝ) (J : n → ℝ) :
    IsExact H φ E J ↔ H *ᵥ dress J φ = E • dress J φ := by
  have hneg : -diagonal J = diagonal (-J) := by
    ext i j
    by_cases h : i = j <;> simp [h]
  have key : transformed H J *ᵥ φ = dress (-J) (H *ᵥ dress J φ) := by
    unfold transformed
    rw [← mulVec_mulVec, ← mulVec_mulVec, exp_diagonal_mulVec, hneg, exp_diagonal_mulVec]
  -- the factor exp(-J) can be moved to the other side, entry by entry
  have move : ∀ a : n → ℝ, dress (-J) a = E • φ ↔ a = E • dress J φ := by
    intro a
    have he : ∀ i, Real.exp (J i) * Real.exp (-J i) = 1 := fun i => by
      rw [← Real.exp_add, add_neg_cancel, Real.exp_zero]
    constructor
    · intro h
      funext i
      have hi : Real.exp (-J i) * a i = E * φ i := congrFun h i
      change a i = E * (Real.exp (J i) * φ i)
      linear_combination Real.exp (J i) * hi - a i * he i
    · intro h
      funext i
      have hi : a i = E * (Real.exp (J i) * φ i) := congrFun h i
      change Real.exp (-J i) * a i = E * φ i
      linear_combination Real.exp (-J i) * hi + E * φ i * he i
  unfold IsExact
  rw [key]
  exact move _
```

Since $e^{J_i}>0$, dressing preserves every sign and every zero. Conversely, if $\psi$ and $\varphi$ have equal signs, then $\psi_i/\varphi_i>0$ wherever $\varphi_i\neq0$, and $J_i=\log(\psi_i/\varphi_i)$ works. On a node both entries vanish and any real $J_i$ will do. The proof treats negative, zero and positive $\varphi_i$ in turn.

```lean
omit [Fintype n] [DecidableEq n] in
/-- Two real vectors have the same signs, zeros included, if and only if one is the other
multiplied by a Jastrow factor. -/
theorem same_signs_iff (ψ φ : n → ℝ) :
    (∀ i, SignType.sign (ψ i) = SignType.sign (φ i)) ↔ ∃ J : n → ℝ, ψ = dress J φ := by
  constructor
  · intro h
    refine ⟨fun i => Real.log (ψ i / φ i), ?_⟩
    funext i
    change ψ i = Real.exp (Real.log (ψ i / φ i)) * φ i
    rcases lt_trichotomy (φ i) 0 with hφ | hφ | hφ
    · have hψ : ψ i < 0 := sign_eq_neg_one_iff.1 (by rw [h i, sign_neg hφ])
      rw [Real.exp_log (div_pos_of_neg_of_neg hψ hφ), div_mul_cancel₀ _ hφ.ne]
    · -- on a node of φ both sides vanish
      have hψ : ψ i = 0 := sign_eq_zero_iff.1 (by rw [h i, hφ, sign_zero])
      rw [hψ, hφ, mul_zero]
    · have hψ : 0 < ψ i := sign_eq_one_iff.1 (by rw [h i, sign_pos hφ])
      rw [Real.exp_log (div_pos hψ hφ), div_mul_cancel₀ _ hφ.ne']
  · rintro ⟨J, rfl⟩ i
    change SignType.sign (Real.exp (J i) * φ i) = _
    rw [sign_mul, sign_pos (Real.exp_pos _), one_mul]
```

Together these steps give the criterion. An exact $J$ supplies the eigenvector $\psi=e^{J}\varphi$, which is nonzero because $\varphi$ is; an eigenvector with the right signs supplies $J$. Symmetry of $H$ is not needed. The condition $\varphi\neq0$ is: for $\varphi=0$ every $J$ is exact at every $E$, yet no nonzero $\psi$ has the signs of $\varphi$.

For wave functions given by real amplitudes on finitely many configurations, this says that a real exponent $J$, diagonal in those configurations, can correct magnitudes but never signs or zeros. A Jastrow factor that depends on electron positions is in general not diagonal in a basis of Slater determinants, and that case is not covered here. The theorem lets $J$ be any function of the configuration; it does not say whether a restricted form, such as a sum of pair terms, suffices.

```lean
/-- An exact Jastrow exponent for a nonzero reference `φ` at energy `E` exists if and only if
`H` has an eigenvector at `E` with the same signs as `φ`, zeros included. -/
theorem exists_exact_jastrow_iff (H : Matrix n n ℝ) {φ : n → ℝ} (hφ : φ ≠ 0) (E : ℝ) :
    (∃ J, IsExact H φ E J) ↔
      ∃ ψ : n → ℝ, ψ ≠ 0 ∧ H *ᵥ ψ = E • ψ ∧
        ∀ i, SignType.sign (ψ i) = SignType.sign (φ i) := by
  constructor
  · rintro ⟨J, hJ⟩
    refine ⟨dress J φ, ?_, (isExact_iff H φ E J).1 hJ, (same_signs_iff _ _).2 ⟨J, rfl⟩⟩
    intro h0
    apply hφ
    funext i
    have hi : Real.exp (J i) * φ i = 0 := congrFun h0 i
    exact (mul_eq_zero.1 hi).resolve_left (Real.exp_ne_zero _)
  · rintro ⟨ψ, -, hE, hs⟩
    obtain ⟨J, rfl⟩ := (same_signs_iff ψ φ).1 hs
    exact ⟨J, (isExact_iff H φ E J).2 hE⟩
```

## What the signs say about the energy

Let $H$ be symmetric, and let $J$ and $J'$ be exact for the same $\varphi\neq0$ at energies $E$ and $E'$, with dressed vectors $\psi$ and $\psi'$. Their overlap is positive,
$$\langle\psi,\psi'\rangle=\sum_i e^{J_i+J'_i}\varphi_i^2>0,$$
and symmetry gives
$$E'\langle\psi,\psi'\rangle=\langle\psi,H\psi'\rangle=\langle H\psi,\psi'\rangle=E\langle\psi,\psi'\rangle.$$
Cancelling the overlap (`hpos`) leaves $E=E'$.

Without symmetry this fails. The matrix $\begin{pmatrix}0&1\\-2&3\end{pmatrix}$ has the positive eigenvectors $(1,1)$ at energy 1 and $(1,2)$ at energy 2, so the reference $(1,1)$ has exact exponents at both.

```lean
/-- For a symmetric Hamiltonian, any two exact Jastrow exponents for the same nonzero
reference belong to the same energy. -/
theorem energy_unique {H : Matrix n n ℝ} (hH : H.IsSymm) {φ : n → ℝ} (hφ : φ ≠ 0)
    {E E' : ℝ} {J J' : n → ℝ} (h : IsExact H φ E J) (h' : IsExact H φ E' J') : E = E' := by
  rw [isExact_iff] at h h'
  -- the two dressed vectors have positive overlap
  have hpos : 0 < dress J φ ⬝ᵥ dress J' φ := by
    obtain ⟨k, hk⟩ := Function.ne_iff.1 hφ
    have hk' : φ k ≠ 0 := hk
    have e : ∀ i, dress J φ i * dress J' φ i
        = Real.exp (J i) * Real.exp (J' i) * φ i ^ 2 := fun i => by
      simp only [dress]
      ring
    refine Finset.sum_pos' (fun i _ => ?_) ⟨k, Finset.mem_univ k, ?_⟩
    · rw [e]
      positivity
    · rw [e]
      positivity
  have hs := dotProduct_mulVec (dress J φ) H (dress J' φ)
  rw [← mulVec_transpose, hH.eq, h, h', dotProduct_smul, smul_dotProduct,
    smul_eq_mul, smul_eq_mul] at hs
  exact (mul_right_cancel₀ hpos.ne' hs).symm
```

Now suppose also that $H_{ij}\le0$ for $i\ne j$ and that every $\varphi_i>0$. Then $\psi_i>0$, and any trial vector can be written $x_i=c_i\psi_i$. The sum
$$\sum_{ij}H_{ij}\psi_i\psi_j(c_i-c_j)^2\le0$$
has no diagonal contribution. Expand the square. By the eigenvalue equation, the $c_i^2$ part is
$$\sum_i c_i^2\psi_i\sum_jH_{ij}\psi_j=E\langle x,x\rangle,$$
and by symmetry the $c_j^2$ part is the same. The cross term is $-2\langle x,Hx\rangle$. Hence $E\langle x,x\rangle\le\langle x,Hx\rangle$. In the proof these are `hA`, `hB` and `hD`, assembled by `hsplit`.

Equality holds at $x=\psi$, so with at least one configuration $E$ is the ground-state energy. The sign condition on $H$ matters: for $H=\begin{pmatrix}0&1\\1&0\end{pmatrix}$, the vector $(1,1)$ is an eigenvector at energy $+1$, above the ground state at $-1$.

```lean
/-- If a symmetric `H` has nonpositive off-diagonal elements and the reference is positive, the
energy of an exact Jastrow exponent is a lower bound: `E ⟨x, x⟩ ≤ ⟨x, H x⟩` for all `x`. -/
theorem energy_le_quadratic_form {H : Matrix n n ℝ} (hH : H.IsSymm)
    (hoff : ∀ i j, i ≠ j → H i j ≤ 0) {φ : n → ℝ} (hφ : ∀ i, 0 < φ i)
    {E : ℝ} {J : n → ℝ} (h : IsExact H φ E J) (x : n → ℝ) :
    E * (x ⬝ᵥ x) ≤ x ⬝ᵥ H *ᵥ x := by
  rw [isExact_iff] at h
  have hψ : ∀ i, 0 < dress J φ i := fun i => mul_pos (Real.exp_pos _) (hφ i)
  generalize dress J φ = ψ at h hψ
  have row : ∀ i, ∑ j, H i j * ψ j = E * ψ i := fun i => congrFun h i
  -- write the trial vector relative to the positive eigenvector
  obtain ⟨c, rfl⟩ : ∃ c : n → ℝ, x = fun i => c i * ψ i :=
    ⟨fun i => x i / ψ i, by funext i; exact (div_mul_cancel₀ _ (hψ i).ne').symm⟩
  have hneg : ∑ i, ∑ j, H i j * ψ i * ψ j * (c i - c j) ^ 2 ≤ 0 := by
    refine Finset.sum_nonpos fun i _ => Finset.sum_nonpos fun j _ => ?_
    by_cases hij : i = j
    · subst hij
      simp
    · have := mul_nonneg (mul_nonneg (neg_nonneg.2 (hoff i j hij))
        (mul_pos (hψ i) (hψ j)).le) (sq_nonneg (c i - c j))
      nlinarith [this]
  have hA : ∑ i, ∑ j, H i j * ψ i * ψ j * c i ^ 2
      = E * ∑ i, c i * ψ i * (c i * ψ i) := by
    rw [Finset.mul_sum]
    refine Finset.sum_congr rfl fun i _ => ?_
    calc ∑ j, H i j * ψ i * ψ j * c i ^ 2
        = c i ^ 2 * ψ i * ∑ j, H i j * ψ j := by
          rw [Finset.mul_sum]
          exact Finset.sum_congr rfl fun j _ => by ring
      _ = E * (c i * ψ i * (c i * ψ i)) := by rw [row]; ring
  have hB : ∑ i, ∑ j, H i j * ψ i * ψ j * c j ^ 2
      = E * ∑ i, c i * ψ i * (c i * ψ i) := by
    rw [Finset.sum_comm, ← hA]
    refine Finset.sum_congr rfl fun i _ => Finset.sum_congr rfl fun j _ => ?_
    rw [hH.apply i j]
    ring
  have hD : (fun i => c i * ψ i) ⬝ᵥ H *ᵥ (fun i => c i * ψ i)
      = ∑ i, ∑ j, H i j * ψ i * ψ j * (c i * c j) := by
    simp only [dotProduct, mulVec, Finset.mul_sum]
    exact Finset.sum_congr rfl fun i _ => Finset.sum_congr rfl fun j _ => by ring
  have hsplit : ∑ i, ∑ j, H i j * ψ i * ψ j * (c i - c j) ^ 2
      = ∑ i, ∑ j, H i j * ψ i * ψ j * c i ^ 2 + ∑ i, ∑ j, H i j * ψ i * ψ j * c j ^ 2
        - 2 * ∑ i, ∑ j, H i j * ψ i * ψ j * (c i * c j) := by
    simp only [Finset.mul_sum, ← Finset.sum_add_distrib, ← Finset.sum_sub_distrib]
    exact Finset.sum_congr rfl fun i _ => Finset.sum_congr rfl fun j _ => by ring
  rw [hD]
  change E * ∑ i, c i * ψ i * (c i * ψ i) ≤ _
  linarith
```

## The two sites again

The opening example uses the following matrix.

```lean
/-- The Hamiltonian of one particle hopping between two sites with amplitude `-1`. -/
def twoSite : Matrix (Fin 2) (Fin 2) ℝ := !![0, -1; -1, 0]
```

For $\varphi=(1,2)$ the exponent is $J=(\log2,0)$. The dressed vector is $(2,2)$, and $H(2,2)=-(2,2)$. The matrix also meets the symmetry and sign conditions of the lower bound.

```lean
/-- The two-site Hamiltonian is symmetric with nonpositive off-diagonal elements, and
`J = (log 2, 0)` is exact for the reference `(1, 2)` at energy `-1`. -/
theorem twoSite_witness :
    twoSite.IsSymm ∧ (∀ i j, i ≠ j → twoSite i j ≤ 0) ∧
      IsExact twoSite ![1, 2] (-1) ![Real.log 2, 0] := by
  refine ⟨?_, ?_, ?_⟩
  · ext i j
    fin_cases i <;> fin_cases j <;> simp [twoSite]
  · intro i j _
    fin_cases i <;> fin_cases j <;> simp [twoSite]
  · rw [isExact_iff]
    funext i
    fin_cases i <;> simp [twoSite, dress, mulVec, dotProduct, Fin.sum_univ_two, Real.exp_log]
```

For $\varphi=(1,0)$ the dressed vector is $(e^{J_0},0)$. The eigenvalue equation on site 1 would require $-e^{J_0}=0$, which is impossible for every $J$ and $E$.

```lean
/-- For the two-site Hamiltonian and the reference `(1, 0)`, no Jastrow exponent is exact at
any energy. -/
theorem twoSite_misplaced_node (E : ℝ) (J : Fin 2 → ℝ) : ¬ IsExact twoSite ![1, 0] E J := by
  intro h
  have h1 := congrFun ((isExact_iff _ _ _ _).1 h) 1
  simp [twoSite, dress, mulVec, dotProduct, Fin.sum_univ_two] at h1

end

end ExactJastrow
```

```lean
#print axioms ExactJastrow.exists_exact_jastrow_iff
#print axioms ExactJastrow.energy_unique
#print axioms ExactJastrow.energy_le_quadratic_form
#print axioms ExactJastrow.twoSite_misplaced_node
```

```
'ExactJastrow.exists_exact_jastrow_iff' depends on axioms: [propext, Classical.choice, Quot.sound]
'ExactJastrow.energy_unique' depends on axioms: [propext, Classical.choice, Quot.sound]
'ExactJastrow.energy_le_quadratic_form' depends on axioms: [propext, Classical.choice, Quot.sound]
'ExactJastrow.twoSite_misplaced_node' depends on axioms: [propext, Classical.choice, Quot.sound]
```
